# The second-order dispersion energy per area of two undoped graphene sheets in the Dirac model: −πe⁴/(128ħvD³)

Two large parallel sheets a distance D apart attract each other through correlated charge fluctuations. If the attraction is built from atom pairs, each contributing an energy proportional to −1/r⁶, the sum over two thin sheets gives an energy per area proportional to −1/D⁴. Undoped graphene has no gap, and its charge response at long wavelength differs from that of a layer of independent polarisable atoms. Which power of D results, and with what coefficient?

The answer below is an energy per area in Gaussian units, to second order in the coupling between the sheets, at zero temperature and without retardation. Electrons within one sheet respond as non-interacting Dirac particles. In this model the energy falls off as 1/D³, so a pairwise dispersion correction with fixed 1/r⁶ coefficients has the wrong power at large separation.

```lean
import Mathlib

open MeasureTheory Set Filter Topology
open scoped Real

namespace GrapheneDispersion

noncomputable section
```

## Response and coupling

Let q be the in-plane wavenumber, u the imaginary frequency and v the Dirac velocity. The dimensionless response of one sheet is

R(q, u) = a q / √(v²q² + u²).

The strength a has the units of a velocity. It collects the charge and the number of Dirac flavours, and its value for graphene is derived at the end.

```lean
/-- Dimensionless response of an undoped Dirac sheet with strength `a` and velocity `v`, at
wavenumber `q` and imaginary frequency `u`; its domain is `v² q² + u² > 0`. -/
def sheetResponse (a v q u : ℝ) : ℝ := a * q / √(v ^ 2 * q ^ 2 + u ^ 2)
```

A fluctuation of wavenumber q in one sheet produces a potential that has decayed by exp(−qD) at the other. At second order this factor enters twice, as does the response. The area element of the wavevector plane supplies a further factor q, so the quantity to integrate is

q R(q, u)² exp(−2qD).

In the code the pair `p` is (q, u), with `p.1` the wavenumber and `p.2` the frequency. The response `R` is an arbitrary function at this stage.

```lean
/-- Second-order coupling of two identical sheets with response `R` at separation `D`, as a
density in the pair (wavenumber, imaginary frequency). -/
def pairIntegrand (R : ℝ → ℝ → ℝ) (D : ℝ) (p : ℝ × ℝ) : ℝ :=
  p.1 * R p.1 p.2 ^ 2 * Real.exp (-2 * p.1 * D)
```

The second-order energy per area is the integral of this density over wavevectors and positive imaginary frequencies, with weights 1/(2π)² and 1/(2π). The angular integral gives 2π, and therefore

E(D) = −ħ · 2π/((2π)² · 2π) · ∫∫ q R² exp(−2qD) dq du = −(ħ/4π²) ∫∫ q R² exp(−2qD) dq du.

The domain is the open quadrant q > 0, u > 0, written `Ioi (0 : ℝ) ×ˢ Ioi (0 : ℝ)`. This formula is taken as the definition of the energy; it is not derived from a many-body Hamiltonian.

```lean
/-- Second-order dispersion energy per unit area of two identical parallel sheets with
response `R` at separation `D`. -/
def dispersionEnergy (hbar : ℝ) (R : ℝ → ℝ → ℝ) (D : ℝ) : ℝ :=
  -(hbar / (4 * π ^ 2)) * ∫ p in Ioi (0 : ℝ) ×ˢ Ioi (0 : ℝ), pairIntegrand R D p
```

For graphene, R is a product of two microscopic quantities. The first is the Coulomb interaction in a plane, in Gaussian units:

V(q) = 2πe²/q.

```lean
/-- Coulomb interaction of charges `e` in a plane, at wavenumber `q > 0` (Gaussian units). -/
def coulomb (e q : ℝ) : ℝ := 2 * π * e ^ 2 / q
```

The second is the magnitude of the non-interacting density response. Each Dirac flavour contributes q²/(16ħ√(v²q² + u²)), and two spins times two valleys make four flavours:

P(q, u) = q² / (4ħ√(v²q² + u²)).

This expression is also an input. It assumes that the linear Dirac dispersion holds at every wavenumber.

```lean
/-- Magnitude of the density response of undoped graphene (four Dirac flavours) at imaginary
frequency `u`; its domain is `hbar > 0` and `v² q² + u² > 0`. -/
def diracPolarization (hbar v q u : ℝ) : ℝ :=
  q ^ 2 / (4 * hbar * √(v ^ 2 * q ^ 2 + u ^ 2))
```

## The frequency integral

For c > 0, the derivative of arctan(u/c)/c is

(1/c²) / (1 + u²/c²) = 1/(c² + u²).

The antiderivative is 0 at u = 0 and tends to π/(2c) as u → ∞, so

∫₀^∞ du/(c² + u²) = π/(2c).

```lean
/-- For `c > 0` the Lorentzian `1 / (c² + u²)` is integrable over positive frequencies, with
integral `π / (2c)`. -/
theorem frequency_integral {c : ℝ} (hc : 0 < c) :
    IntegrableOn (fun u : ℝ => 1 / (c ^ 2 + u ^ 2)) (Ioi 0) ∧
      ∫ u in Ioi (0 : ℝ), 1 / (c ^ 2 + u ^ 2) = π / (2 * c) := by
  -- the antiderivative is an arctangent
  have hd : ∀ u ∈ Ici (0 : ℝ),
      HasDerivAt (fun u : ℝ => Real.arctan (u / c) / c) (1 / (c ^ 2 + u ^ 2)) u := by
    intro u _
    refine ((((hasDerivAt_id' u).div_const c).arctan).div_const c).congr_deriv ?_
    have hs : c ^ 2 + u ^ 2 ≠ 0 := by positivity
    have e : 1 + (u / c) ^ 2 = (c ^ 2 + u ^ 2) / c ^ 2 := by field_simp
    rw [e]
    field_simp
  have hp : ∀ u ∈ Ioi (0 : ℝ), 0 ≤ 1 / (c ^ 2 + u ^ 2) := fun u _ => by positivity
  have ht : Tendsto (fun u : ℝ => Real.arctan (u / c) / c) atTop (𝓝 (π / 2 / c)) :=
    ((tendsto_nhds_of_tendsto_nhdsWithin Real.tendsto_arctan_atTop).comp
      (tendsto_id.atTop_div_const hc)).div_const c
  refine ⟨integrableOn_Ioi_deriv_of_nonneg' hd hp ht, ?_⟩
  rw [integral_Ioi_of_hasDerivAt_of_nonneg' hd hp ht]
  simp only [zero_div, Real.arctan_zero, sub_zero]
  rw [div_div]
```

The theorem states integrability and the value together. In its proof `hd` is the derivative, `hp` the sign of the integrand and `ht` the limit at infinity. A non-negative derivative whose antiderivative has a finite limit is integrable, and its integral is the difference of the end values.

## The wavenumber integral

For k > 0, take

F(q) = −(k²q² + 2kq + 2) exp(−kq)/k³.

The product rule gives

F′(q) = −[2k²q + 2k − k(k²q² + 2kq + 2)] exp(−kq)/k³ = q² exp(−kq).

Since F(0) = −2/k³ and F(q) → 0 as q → ∞,

∫₀^∞ q² exp(−kq) dq = 2/k³.

```lean
/-- For `k > 0` the function `q² exp(-kq)` is integrable over positive wavenumbers, with
integral `2 / k³`. -/
theorem wavenumber_integral {k : ℝ} (hk : 0 < k) :
    IntegrableOn (fun q : ℝ => q ^ 2 * Real.exp (-(k * q))) (Ioi 0) ∧
      ∫ q in Ioi (0 : ℝ), q ^ 2 * Real.exp (-(k * q)) = 2 / k ^ 3 := by
  have hk3 : k ^ 3 ≠ 0 := by positivity
  have hd : ∀ q ∈ Ici (0 : ℝ), HasDerivAt
      (fun q : ℝ => -(((k * q) * (k * q) + 2 * (k * q) + 2) * Real.exp (-(k * q)) / k ^ 3))
      (q ^ 2 * Real.exp (-(k * q))) q := by
    intro q _
    have h1 : HasDerivAt (fun q : ℝ => k * q) k q := by
      simpa using (hasDerivAt_id' q).const_mul k
    refine ((((((h1.fun_mul h1).fun_add (h1.const_mul 2)).add_const 2).fun_mul
      h1.fun_neg.exp).div_const (k ^ 3)).fun_neg).congr_deriv ?_
    rw [← neg_div, div_eq_iff hk3]
    ring
  have hp : ∀ q ∈ Ioi (0 : ℝ), 0 ≤ q ^ 2 * Real.exp (-(k * q)) := fun q _ => by positivity
  -- the exponential beats every power at large wavenumber
  have ht : Tendsto
      (fun q : ℝ => -(((k * q) * (k * q) + 2 * (k * q) + 2) * Real.exp (-(k * q)) / k ^ 3))
      atTop (𝓝 0) := by
    have hs : Tendsto (fun q : ℝ => k * q) atTop atTop := tendsto_id.const_mul_atTop hk
    have e := fun n : ℕ => (Real.tendsto_pow_mul_exp_neg_atTop_nhds_zero n).comp hs
    have h := ((((e 2).add ((e 1).const_mul 2)).add ((e 0).const_mul 2)).div_const (k ^ 3)).neg
    have h0 : -((0 + 2 * 0 + 2 * 0) / k ^ 3) = (0 : ℝ) := by simp
    rw [h0] at h
    refine h.congr fun q => ?_
    simp only [Function.comp_apply]
    ring
  refine ⟨integrableOn_Ioi_deriv_of_nonneg' hd hp ht, ?_⟩
  rw [integral_Ioi_of_hasDerivAt_of_nonneg' hd hp ht]
  simp
```

The proof has the same three ingredients. The limit `ht` now uses the fact that xⁿ exp(−x) tends to zero, for n = 2, 1 and 0 with x = kq.

## The double integral

Squaring the response removes the root:

q R² exp(−2qD) = a² q³ exp(−2Dq) / (v²q² + u²).

At fixed q > 0 this is a Lorentzian in u with c = vq. Its frequency integral is

a² q³ exp(−2Dq) · π/(2vq) = (πa²/2v) q² exp(−2Dq).

The wavenumber integral with k = 2D then gives

(πa²/2v) · 2/(2D)³ = πa²/(8vD³).

The integrand is non-negative on the quadrant, so the finiteness of this iterated integral establishes convergence of the double integral, and the order of integration does not matter.

```lean
/-- For `v, D > 0` the second-order double integral for two undoped Dirac sheets converges
and equals `π a² / (8 v D³)`. -/
theorem dirac_sheets_integral (a : ℝ) {v D : ℝ} (hv : 0 < v) (hD : 0 < D) :
    IntegrableOn (pairIntegrand (sheetResponse a v) D) (Ioi (0 : ℝ) ×ˢ Ioi (0 : ℝ)) ∧
      ∫ p in Ioi (0 : ℝ) ×ˢ Ioi (0 : ℝ), pairIntegrand (sheetResponse a v) D p
        = π * a ^ 2 / (8 * v * D ^ 3) := by
  have hk : 0 < 2 * D := by positivity
  -- squaring the response removes the root and leaves a Lorentzian in frequency
  have key : ∀ q u : ℝ, pairIntegrand (sheetResponse a v) D (q, u)
      = a ^ 2 * q ^ 3 * Real.exp (-(2 * D * q)) * (1 / ((v * q) ^ 2 + u ^ 2)) := by
    intro q u
    simp only [pairIntegrand, sheetResponse]
    rw [div_pow, Real.sq_sqrt (by positivity), mul_pow v q 2,
      show -2 * q * D = -(2 * D * q) by ring]
    ring
  have hinner : ∀ q : ℝ, 0 < q →
      ∫ u in Ioi (0 : ℝ), pairIntegrand (sheetResponse a v) D (q, u)
        = π * a ^ 2 / (2 * v) * (q ^ 2 * Real.exp (-(2 * D * q))) := by
    intro q hq
    simp_rw [key]
    rw [integral_const_mul, (frequency_integral (mul_pos hv hq)).2, mul_div_assoc',
      div_mul_eq_mul_div, div_eq_div_iff (by positivity) (by positivity)]
    ring
  have hnn : ∀ q u : ℝ, 0 < q → 0 ≤ pairIntegrand (sheetResponse a v) D (q, u) := by
    intro q u hq
    rw [key]
    positivity
  have hm : Measurable (pairIntegrand (sheetResponse a v) D) := by
    rw [show pairIntegrand (sheetResponse a v) D = fun p : ℝ × ℝ =>
      a ^ 2 * p.1 ^ 3 * Real.exp (-(2 * D * p.1)) * (1 / ((v * p.1) ^ 2 + p.2 ^ 2)) from
      funext fun p => key p.1 p.2]
    fun_prop
  -- Tonelli: integrate over frequency first, then over wavenumber
  have hint : IntegrableOn (pairIntegrand (sheetResponse a v) D)
      (Ioi (0 : ℝ) ×ˢ Ioi (0 : ℝ)) := by
    rw [IntegrableOn, Measure.volume_eq_prod, ← Measure.prod_restrict,
      integrable_prod_iff hm.aestronglyMeasurable]
    constructor
    · filter_upwards [ae_restrict_mem measurableSet_Ioi] with q hq
      simp_rw [key]
      exact Integrable.const_mul (frequency_integral (mul_pos hv hq)).1 _
    · refine (Integrable.const_mul (wavenumber_integral hk).1 (π * a ^ 2 / (2 * v))).congr ?_
      filter_upwards [ae_restrict_mem measurableSet_Ioi] with q hq
      exact (hinner q hq).symm.trans (integral_congr_ae (Eventually.of_forall fun u =>
        (Real.norm_of_nonneg (hnn q u hq)).symm))
  refine ⟨hint, ?_⟩
  have h2 : ∫ q in Ioi (0 : ℝ), ∫ u in Ioi (0 : ℝ), pairIntegrand (sheetResponse a v) D (q, u)
      = ∫ q in Ioi (0 : ℝ), π * a ^ 2 / (2 * v) * (q ^ 2 * Real.exp (-(2 * D * q))) :=
    setIntegral_congr_fun measurableSet_Ioi fun q hq => hinner q hq
  rw [Measure.volume_eq_prod] at hint ⊢
  rw [setIntegral_prod _ hint, h2, integral_const_mul, (wavenumber_integral hk).2,
    div_mul_div_comm, div_eq_div_iff (by positivity) (by positivity)]
  ring
```

The theorem holds for every real `a` and all positive `v` and `D`. Its first part says that the integrand is integrable on the quadrant, and its second gives the value. Within the proof, `key` is the squared form above and `hinner` is the frequency integral at fixed q. The block `hint` is Tonelli's criterion: the integrand is integrable in u for almost every q, and the integral of its absolute value over u is integrable in q. Fubini's theorem, `setIntegral_prod`, then turns the double integral into the iterated one.

The power of D can also be seen by scaling. R depends only on the ratio u/(vq), so setting q = x/D and u = vy/D leaves R and the exponential free of D, while q dq du supplies v/D³.

The limit v → 0 shows the role of the velocity. For fixed a ≠ 0 the integral grows as 1/v. At v = 0 the integrand behaves as 1/u² at small frequency, and the integral diverges.

The same calculation covers two sheets with equal velocity but different strengths a₁ and a₂, as for different numbers of Dirac flavours. The product of the two responses replaces R², and the integral becomes πa₁a₂/(8vD³).

## Energy and force per area

Multiplying by the prefactor gives

E(D) = −(ħ/4π²) · πa²/(8vD³) = −ħa²/(32πvD³).

```lean
/-- For `v, D > 0` the second-order energy per area of two undoped Dirac sheets is
`-hbar a² / (32 π v D³)`. -/
theorem dirac_sheets_energy (hbar a : ℝ) {v D : ℝ} (hv : 0 < v) (hD : 0 < D) :
    dispersionEnergy hbar (sheetResponse a v) D
      = -(hbar * a ^ 2 / (32 * π * v * D ^ 3)) := by
  rw [dispersionEnergy, (dirac_sheets_integral a hv hD).2, neg_mul, div_mul_div_comm,
    neg_inj, div_eq_div_iff (by positivity) (by positivity)]
  ring
```

This is an algebraic identity in `hbar` and `a`, so neither needs a sign condition. For ħ > 0 and a ≠ 0 the energy is negative.

Differentiating with respect to the separation gives

dE/dD = 3ħa²/(32πvD⁴).

The force per area along increasing D is −dE/dD. It is negative for ħ > 0 and a ≠ 0, so the sheets attract.

```lean
/-- For `v, D > 0` the derivative of the second-order energy per area with respect to the
separation is `3 hbar a² / (32 π v D⁴)`. -/
theorem dirac_sheets_force (hbar a : ℝ) {v D : ℝ} (hv : 0 < v) (hD : 0 < D) :
    HasDerivAt (dispersionEnergy hbar (sheetResponse a v))
      (3 * hbar * a ^ 2 / (32 * π * v * D ^ 4)) D := by
  have hp : HasDerivAt (fun x : ℝ => x ^ 3) (3 * D ^ 2) D := by
    simpa using hasDerivAt_pow 3 D
  have h := ((hasDerivAt_const D (hbar * a ^ 2)).fun_div
    (hp.const_mul (32 * π * v)) (by positivity)).fun_neg
  refine HasDerivAt.congr_of_eventuallyEq (h.congr_deriv ?_) ?_
  · rw [← neg_div, div_eq_div_iff (by positivity) (by positivity)]
    ring
  · -- the closed form of the energy holds at all nearby separations
    filter_upwards [Ioi_mem_nhds hD] with x hx
    exact dirac_sheets_energy hbar a hv hx
```

`HasDerivAt` says that the energy, as a function of separation, is differentiable at `D` with the stated derivative. The proof differentiates the closed form by the quotient rule. It then transfers the result to the integral definition, because the two agree at all positive separations and hence throughout a neighbourhood of D.

## The coefficient for graphene

Multiplying the Coulomb interaction by the Dirac polarization gives

V(q) P(q, u) = (2πe²/q) · q²/(4ħ√(v²q² + u²)) = (πe²/2ħ) · q/√(v²q² + u²).

This is the response used above, with a = πe²/(2ħ). Hence

E(D) = −ħ · (π²e⁴/4ħ²) / (32πvD³) = −πe⁴/(128ħvD³).

The theorem states this after multiplication by 128ħvD³, which is positive under its hypotheses:

E(D) · 128ħvD³ = −πe⁴.

```lean
/-- For graphene, with `hbar, v, D > 0` and the response built from the Coulomb interaction
and the Dirac polarization, the second-order energy per area times `128 hbar v D³` is
`-π e⁴`. -/
theorem graphene_energy (e : ℝ) {hbar v D : ℝ} (hh : 0 < hbar) (hv : 0 < v) (hD : 0 < D) :
    dispersionEnergy hbar (fun q u => coulomb e q * diracPolarization hbar v q u) D
      * (128 * hbar * v * D ^ 3) = -(π * e ^ 4) := by
  -- the microscopic response has the Dirac form with strength π e² / (2 hbar)
  have hR : (fun q u => coulomb e q * diracPolarization hbar v q u)
      = sheetResponse (π * e ^ 2 / (2 * hbar)) v := by
    funext q u
    simp only [coulomb, diracPolarization, sheetResponse]
    have hq : q⁻¹ * q ^ 2 = q := by
      rcases eq_or_ne q 0 with h | h
      · simp [h]
      · field_simp
    generalize √(v ^ 2 * q ^ 2 + u ^ 2) = s
    linear_combination (2 * π * e ^ 2 / (4 * hbar * s)) * hq
  rw [hR, dirac_sheets_energy hbar _ hv hD]
  field_simp
  ring

end

end GrapheneDispersion
```

The step `hR` identifies the microscopic response with `sheetResponse` at strength πe²/(2ħ), and the general energy formula finishes the calculation. The identification is made for all real q, which is why q = 0 is treated separately: Lean's division by zero returns zero there, both sides vanish, and the point lies outside the domain of integration.

The coefficient belongs to the non-interacting response and is the leading term when a/v = πe²/(2ħv) is much smaller than 1. In free-standing graphene this ratio is larger than 1, so the coefficient is not a quantitative estimate there. In the random-phase approximation, screening within each sheet replaces R by R/(1 + R). This is still a function of u/(vq) alone, so the second-order energy keeps the power 1/D³, with a smaller coefficient. Screening within each sheet, higher orders in the coupling between the sheets, doping, temperature and retardation are all absent from the model.

```lean
#print axioms GrapheneDispersion.dirac_sheets_energy
#print axioms GrapheneDispersion.dirac_sheets_force
#print axioms GrapheneDispersion.graphene_energy
```

```
'GrapheneDispersion.dirac_sheets_energy' depends on axioms: [propext, Classical.choice, Quot.sound]
'GrapheneDispersion.dirac_sheets_force' depends on axioms: [propext, Classical.choice, Quot.sound]
'GrapheneDispersion.graphene_energy' depends on axioms: [propext, Classical.choice, Quot.sound]
```
